# Crank–Nicolson lowers a two-level transition frequency, and least when the levels are centred at zero

Let a time-independent symmetric Hamiltonian have two levels $E_a>E_b$, and propagate with Crank–Nicolson steps of length $h>0$, in units with $\hbar=1$. The transition frequency read from the phase advance per step is

$$\omega_h(E_a,E_b)=\frac2h\left(\arctan\frac{E_ah}{2}-\arctan\frac{E_bh}{2}\right)<E_a-E_b .$$

Adding a constant $c$ to both energies leaves the exact frequency alone but in general changes $\omega_h$, which is largest at $c=-(E_a+E_b)/2$ and at no other $c$. For spectra from real-time propagation, this gives the sign of the time-step error and the best energy zero for a single transition, provided that the Hamiltonian is frozen and that $(E_a-E_b)h<4$, which keeps the phase advance per step below $\pi$ for every shift. The density-dependent Hamiltonian of time-dependent density functional theory is not frozen.

## The implicit step

The states live in a complex inner product space $V$ of any dimension, which need not be complete.

In Lean 4 with Mathlib:

```lean
import Mathlib

open Complex

namespace CrankNicolsonSpectrum

noncomputable section

variable {V : Type*} [NormedAddCommGroup V] [InnerProductSpace ℂ V]
```

A step from $\psi$ to $\varphi$ is the relation

$$\varphi+\tfrac{ih}{2}H\varphi=\psi-\tfrac{ih}{2}H\psi .$$

Here $H$ is a linear map defined on all of $V$, as for a grid or a finite basis. The linear equation is taken to be solved exactly.

```lean
/-- One Crank-Nicolson step of length `h` under the Hamiltonian `H` leads from `ψ` to `φ`. -/
def IsCNStep (H : V →ₗ[ℂ] V) (h : ℝ) (ψ φ : V) : Prop :=
  φ + (I * h / 2) • H φ = ψ - (I * h / 2) • H ψ
```

On a level of energy $E$ the relation suggests the multiplier

$$f(E)=\frac{1-iEh/2}{1+iEh/2}.$$

```lean
/-- The Crank-Nicolson multiplier `(1 - iEh/2)/(1 + iEh/2)` of a level of real energy `E`. -/
def cnFactor (h E : ℝ) : ℂ := (1 - I * E * h / 2) / (1 + I * E * h / 2)
```

Its phase will turn out to be $-\Theta(E)$, with $\Theta(E)=2\arctan(Eh/2)$.

```lean
/-- The phase `2 arctan (E h / 2)` attached to a level of energy `E` in one step. -/
def cnPhase (h E : ℝ) : ℝ := 2 * Real.arctan (E * h / 2)
```

The apparent frequency is $\omega_h=(\Theta(E_a)-\Theta(E_b))/h$. A real signal sampled once per step fixes a phase advance only up to sign and multiples of $2\pi$, so its spectral peak sits at $\omega_h$ as long as $\Theta(E_a)-\Theta(E_b)<\pi$.

```lean
/-- The apparent transition frequency: phase difference per step divided by the step `h ≠ 0`. -/
def apparentFreq (h Ea Eb : ℝ) : ℝ := (cnPhase h Ea - cnPhase h Eb) / h
```

The denominator of $f(E)$ has real part 1 because $E$ and $h$ are real, so it is never zero.

```lean
lemma denom_ne_zero (h E : ℝ) : (1 + I * E * h / 2 : ℂ) ≠ 0 := by
  intro h0
  have e : (1 + I * E * h / 2 : ℂ) = ((1 : ℝ) : ℂ) + ((E * h / 2 : ℝ) : ℂ) * I := by
    push_cast; ring
  rw [e] at h0
  have := congrArg Complex.re h0
  simp at this
```

## One step has one result

Suppose $\varphi$ and $\chi$ both result from $\psi$. Their difference $w=\varphi-\chi$ satisfies $w=-\tfrac{ih}{2}Hw$. Insert this into the second and then the first slot of $\langle w,w\rangle$; the first slot is conjugate-linear, and symmetry means $\langle Hw,w\rangle=\langle w,Hw\rangle$:

$$\langle w,w\rangle=-\tfrac{ih}{2}\langle w,Hw\rangle,\qquad \langle w,w\rangle=+\tfrac{ih}{2}\langle w,Hw\rangle .$$

Adding the two gives $\langle w,w\rangle=0$, hence $w=0$. They are `a` and `b` in the code.

```lean
/-- For a symmetric Hamiltonian the result of a Crank-Nicolson step is unique. -/
theorem cnStep_unique {H : V →ₗ[ℂ] V} (hH : H.IsSymmetric) {h : ℝ} {ψ φ χ : V}
    (h1 : IsCNStep H h ψ φ) (h2 : IsCNStep H h ψ χ) : φ = χ := by
  have key : ∀ w : V, w = (-(I * h / 2)) • H w → w = 0 := by
    intro w hw
    have s : inner ℂ (H w) w = inner ℂ w (H w) := hH w w
    have hc : (starRingEnd ℂ) (-(I * h / 2)) = I * h / 2 := by
      have e : I * h / 2 = ((h / 2 : ℝ) : ℂ) * I := by push_cast; ring
      rw [e, map_neg, map_mul, Complex.conj_ofReal, Complex.conj_I]
      ring
    have a : inner ℂ w w = -(I * h / 2) * inner ℂ w (H w) := by
      rw [← inner_smul_right, ← hw]
    have b : inner ℂ w w = (I * h / 2) * inner ℂ w (H w) := by
      rw [← s, ← hc, ← inner_smul_left, ← hw]
    -- the norm squared equals its own negative
    exact (inner_self_eq_zero (𝕜 := ℂ)).mp (by linear_combination (a + b) / 2)
  unfold IsCNStep at h1 h2
  refine sub_eq_zero.mp (key _ ?_)
  rw [map_sub]
  linear_combination (norm := module) h1 - h2
```

If $Hv=Ev$, then $\varphi=f(E)v$ solves the step equation, since $f(E)(1+iEh/2)=1-iEh/2$. By uniqueness it is the only solution, which gives the equivalence below.

```lean
/-- For a symmetric Hamiltonian, a Crank-Nicolson step from an eigenvector of energy `E` gives
exactly that vector times `(1 - iEh/2)/(1 + iEh/2)`. -/
theorem cnStep_eigenvector {H : V →ₗ[ℂ] V} (hH : H.IsSymmetric) (h : ℝ) {E : ℝ} {v φ : V}
    (hv : H v = (E : ℂ) • v) : IsCNStep H h v φ ↔ φ = cnFactor h E • v := by
  have st : IsCNStep H h v (cnFactor h E • v) := by
    have hf : cnFactor h E * (1 + I * E * h / 2) = 1 - I * E * h / 2 :=
      div_mul_cancel₀ _ (denom_ne_zero h E)
    simp only [IsCNStep, map_smul, hv]
    linear_combination (norm := module) hf • v
  exact ⟨fun k => cnStep_unique hH k st, fun k => k ▸ st⟩
```

## The multiplier is a phase

Put $\theta=\arctan(Eh/2)$. Then $\cos\theta>0$ and $\sin\theta=\tfrac{Eh}{2}\cos\theta$, so

$$\cos\theta\,\bigl(1\pm iEh/2\bigr)=\cos\theta\pm i\sin\theta=e^{\pm i\theta}.$$

Dividing the lower sign by the upper gives $f(E)=e^{-2i\theta}=e^{-i\Theta(E)}$. The two signs are `p1` and `p2`.

```lean
/-- The Crank-Nicolson multiplier is a pure phase factor with phase `-2 arctan (E h / 2)`. -/
theorem cnFactor_eq_exp (h E : ℝ) : cnFactor h E = exp (-(I * cnPhase h E)) := by
  have t := Real.tan_arctan (E * h / 2)
  have hc := Real.cos_arctan_pos (E * h / 2)
  rw [Real.tan_eq_sin_div_cos, div_eq_iff hc.ne'] at t
  unfold cnFactor cnPhase
  generalize Real.arctan (E * h / 2) = θ at *
  have p1 : (Real.cos θ : ℂ) * (1 + I * E * h / 2) = exp (θ * I) := by
    rw [Complex.exp_mul_I, ← ofReal_cos, ← ofReal_sin, t]
    push_cast; ring
  have p2 : (Real.cos θ : ℂ) * (1 - I * E * h / 2) = exp (-(θ * I)) := by
    rw [show -((θ : ℂ) * I) = ((-θ : ℝ) : ℂ) * I by push_cast; ring, Complex.exp_mul_I,
      ← ofReal_cos, ← ofReal_sin, Real.cos_neg, Real.sin_neg, t]
    push_cast; ring
  rw [div_eq_iff (denom_ne_zero h E)]
  apply mul_left_cancel₀ (ofReal_ne_zero.mpr hc.ne')
  rw [p2, mul_left_comm, p1, ← Complex.exp_add]
  congr 1
  push_cast; ring
```

In a superposition $\alpha v_a+\beta v_b$ of two eigenvectors, one step multiplies the coherence $\alpha\beta^*$ by

$$f(E_a)f(E_b)^*=e^{-i(\Theta(E_a)-\Theta(E_b))}.$$

The theorem concerns this one-step factor; that $n$ steps give its $n$th power, which then appears in the cross terms of an expectation value, is ordinary algebra left to the reader.

```lean
/-- The product of one level's multiplier with the conjugate of the other's is a pure phase factor,
whose phase is minus the difference of the two levels' phases `cnPhase`. -/
theorem coherence_phase (h Ea Eb : ℝ) :
    cnFactor h Ea * (starRingEnd ℂ) (cnFactor h Eb)
      = exp (-(I * (cnPhase h Ea - cnPhase h Eb))) := by
  rw [cnFactor_eq_exp, cnFactor_eq_exp, ← Complex.exp_conj, ← Complex.exp_add, map_neg, map_mul,
    Complex.conj_I, Complex.conj_ofReal]
  congr 1
  ring
```

## Centring maximises the difference of arctangents

Take $x>y$ and set

$$p=\tfrac12(\arctan x-\arctan y),\qquad q=\tfrac12(\arctan x+\arctan y).$$

Then $0<p<\pi/2$, $|q|<\pi/2$, $x=\tan(q+p)$ and $y=\tan(q-p)$. Subtracting the tangents and using $\cos(q+p)\cos(q-p)=\cos^2p-\sin^2q$ gives

$$\frac{x-y}{2}=\frac{\sin p\cos p}{\cos^2p-\sin^2q}.$$

The denominator is positive, because both cosines are. If $x+y\neq0$, then $\arctan x\ne\arctan(-y)$, so $\sin q\neq0$. The denominator is then smaller than $\cos^2p$, and the fraction exceeds $\tan p$. Taking arctangents,

$$\arctan x-\arctan y=2p<2\arctan\frac{x-y}{2}.$$

In the code, `key` is the inequality for $\tan p$, with `e1` and `e2` supplying the denominator and numerator. Strict monotonicity of the arctangent does the rest.

```lean
/-- At fixed distance `x - y > 0`, a pair that is not centred at zero has a smaller difference of
arctangents than the centred pair. -/
theorem arctan_gap_lt {x y : ℝ} (hyx : y < x) (hne : x + y ≠ 0) :
    Real.arctan x - Real.arctan y < 2 * Real.arctan ((x - y) / 2) := by
  have key : ∀ p q : ℝ, 0 < Real.sin p → 0 < Real.cos p → Real.sin q ≠ 0 →
      0 < Real.cos (q + p) → 0 < Real.cos (q - p) →
      Real.tan p < (Real.tan (q + p) - Real.tan (q - p)) / 2 := by
    intro p q sp cp sq c1 c2
    have A := Real.sin_sq_add_cos_sq q
    have B := Real.sin_sq_add_cos_sq p
    have e1 : Real.cos (q + p) * Real.cos (q - p) = Real.cos p ^ 2 - Real.sin q ^ 2 := by
      rw [Real.cos_add, Real.cos_sub]
      linear_combination Real.cos p ^ 2 * A - Real.sin q ^ 2 * B
    have e2 : Real.sin (q + p) * Real.cos (q - p) - Real.cos (q + p) * Real.sin (q - p)
        = 2 * Real.sin p * Real.cos p := by
      rw [Real.cos_add, Real.cos_sub, Real.sin_add, Real.sin_sub]
      linear_combination 2 * Real.sin p * Real.cos p * A
    have hD := mul_pos c1 c2
    rw [e1] at hD
    rw [Real.tan_eq_sin_div_cos p, Real.tan_eq_sin_div_cos (q + p),
      Real.tan_eq_sin_div_cos (q - p), div_sub_div _ _ c1.ne' c2.ne', e2, e1, div_div,
      div_lt_div_iff₀ cp (by linarith)]
    nlinarith [mul_pos sp (pow_pos (abs_pos.mpr sq) 2), sq_abs (Real.sin q)]
  have a1 := Real.arctan_lt_pi_div_two x
  have a2 := Real.neg_pi_div_two_lt_arctan x
  have b1 := Real.arctan_lt_pi_div_two y
  have b2 := Real.neg_pi_div_two_lt_arctan y
  have ab := Real.arctan_strictMono hyx
  have k := key ((Real.arctan x - Real.arctan y) / 2) ((Real.arctan x + Real.arctan y) / 2)
    (Real.sin_pos_of_pos_of_lt_pi (by linarith) (by linarith))
    (Real.cos_pos_of_mem_Ioo ⟨by linarith, by linarith⟩)
    (by
      intro h0
      rw [Real.sin_eq_zero_iff_of_lt_of_lt (by linarith) (by linarith)] at h0
      have e : Real.arctan x = Real.arctan (-y) := by rw [Real.arctan_neg]; linarith
      exact hne (by linarith [Real.arctan_injective e]))
  rw [show (Real.arctan x + Real.arctan y) / 2 + (Real.arctan x - Real.arctan y) / 2
      = Real.arctan x by ring,
    show (Real.arctan x + Real.arctan y) / 2 - (Real.arctan x - Real.arctan y) / 2
      = Real.arctan y by ring, Real.tan_arctan, Real.tan_arctan] at k
  have m := Real.arctan_strictMono (k (Real.cos_arctan_pos x) (Real.cos_arctan_pos y))
  rw [Real.arctan_tan (by linarith) (by linarith)] at m
  linarith
```

For levels at $\pm d/2$ the two arctangents are opposite, so

$$\omega_h(d/2,-d/2)=\frac4h\arctan\frac{dh}{4}.$$

```lean
/-- Two levels placed symmetrically about zero at distance `d` have the apparent frequency
`(4/h) arctan (d h / 4)`. -/
theorem apparentFreq_centred (h d : ℝ) :
    apparentFreq h (d / 2) (-(d / 2)) = 4 / h * Real.arctan (d * h / 4) := by
  unfold apparentFreq cnPhase
  rw [show -(d / 2) * h / 2 = -(d * h / 4) by ring, show d / 2 * h / 2 = d * h / 4 by ring,
    Real.arctan_neg]
  ring
```

Setting $x=E_ah/2$ and $y=E_bh/2$ in the arctangent inequality, and multiplying by $2/h$, shows that every uncentred pair with the same gap lies strictly below this value.

```lean
/-- For `h > 0` and `Ea > Eb` not symmetric about zero, the apparent frequency is below
`(4/h) arctan ((Ea - Eb) h / 4)`. -/
theorem apparentFreq_lt_centred {h Ea Eb : ℝ} (hh : 0 < h) (hE : Eb < Ea) (hne : Ea + Eb ≠ 0) :
    apparentFreq h Ea Eb < 4 / h * Real.arctan ((Ea - Eb) * h / 4) := by
  have g := arctan_gap_lt (x := Ea * h / 2) (y := Eb * h / 2)
    (by have := mul_lt_mul_of_pos_right hE hh; linarith)
    (by
      intro h0
      have : (Ea + Eb) * h = 0 := by linarith
      exact hne ((mul_eq_zero.mp this).resolve_right hh.ne'))
  rw [show (Ea * h / 2 - Eb * h / 2) / 2 = (Ea - Eb) * h / 4 by ring] at g
  unfold apparentFreq cnPhase
  rw [div_mul_eq_mul_div]
  exact div_lt_div_of_pos_right (by linarith) hh
```

## The red shift and the best energy zero

Write $d=E_a-E_b>0$. Since $\arctan u<u$ for $u>0$,

$$\frac4h\arctan\frac{dh}{4}<d .$$

The apparent frequency equals the left side if $E_a+E_b=0$ and is smaller otherwise; `by_cases` makes this distinction. Either way it is below $d$.

A shift by $c$ preserves $d$ and turns the sum of the energies into $E_a+E_b+2c$. This vanishes only at $c=-(E_a+E_b)/2$, so every other shift gives a strictly smaller frequency. The theorem states both conclusions for all real $E_a>E_b$ and $h>0$, with no upper limit on the step.

```lean
/-- For `h > 0` and `Ea > Eb` the apparent transition frequency is below `Ea - Eb`. Among all
common shifts `c` of the two energies it is largest at `c = -(Ea + Eb)/2` and nowhere else. -/
theorem apparentFreq_redshift_and_best_shift {h Ea Eb : ℝ} (hh : 0 < h) (hE : Eb < Ea) :
    apparentFreq h Ea Eb < Ea - Eb ∧
    ∀ c : ℝ, c ≠ -(Ea + Eb) / 2 → apparentFreq h (Ea + c) (Eb + c) <
      apparentFreq h (Ea + -(Ea + Eb) / 2) (Eb + -(Ea + Eb) / 2) := by
  constructor
  · -- even the centred value lies below the true frequency, since arctan u < u for u > 0
    have hd : 0 < (Ea - Eb) * h / 4 := by
      have := mul_pos (sub_pos.mpr hE) hh
      linarith
    have l := Real.lt_tan (Real.arctan_pos.mpr hd) (Real.arctan_lt_pi_div_two _)
    rw [Real.tan_arctan] at l
    have b : 4 / h * Real.arctan ((Ea - Eb) * h / 4) < Ea - Eb := by
      rw [div_mul_eq_mul_div, div_lt_iff₀ hh]
      linarith
    by_cases h0 : Ea + Eb = 0
    · have e := apparentFreq_centred h (Ea - Eb)
      rw [show -((Ea - Eb) / 2) = Eb by linarith, show (Ea - Eb) / 2 = Ea by linarith] at e
      rwa [e]
    · exact (apparentFreq_lt_centred hh hE h0).trans b
  · intro c hc
    have k := apparentFreq_lt_centred (Ea := Ea + c) (Eb := Eb + c) hh (by linarith)
      (fun h0 => hc (by linarith))
    rw [show Ea + c - (Eb + c) = Ea - Eb by ring] at k
    rwa [show Ea + -(Ea + Eb) / 2 = (Ea - Eb) / 2 by ring,
      show Eb + -(Ea + Eb) / 2 = -((Ea - Eb) / 2) by ring, apparentFreq_centred]
```

For example, let $E_a=1$, $E_b=0$ and $h=2$, so that the exact frequency is 1. Without a shift, $\omega_h=\arctan1-\arctan0=\pi/4\approx0.785$. The best shift, $c=-1/2$, gives $2\arctan(1/2)\approx0.927$. Shifting the wrong way, by $c=1$, gives $\arctan2-\arctan1\approx0.322$.

For small steps, with mean energy $s=(E_a+E_b)/2$, the Taylor series of the arctangent gives

$$\omega_h=d-h^2d\left(\frac{s^2}{4}+\frac{d^2}{48}\right)+O(h^4).$$

Centring removes the $s^2$ term and leaves the $d^2$ term. Transitions with different mean energies cannot all be centred by one shift.

## A two-level Hamiltonian with any two energies

On $\mathbb C^2$ take $H=\mathrm{diag}(E_a,E_b)$.

```lean
/-- The two-level Hamiltonian with energies `Ea` and `Eb` on the coordinate axes. -/
def twoLevel (Ea Eb : ℝ) : EuclideanSpace ℂ (Fin 2) →ₗ[ℂ] EuclideanSpace ℂ (Fin 2) where
  toFun x := !₂[(Ea : ℂ) * x 0, (Eb : ℂ) * x 1]
  map_add' x y := by ext i; fin_cases i <;> simp [mul_add]
  map_smul' a x := by ext i; fin_cases i <;> simp [mul_left_comm]
```

This map is symmetric because its entries are real, and the normalised coordinate vectors are eigenvectors with energies $E_a$ and $E_b$. Every pair of real energies is therefore realised by a Hamiltonian to which the step theorems apply. The proof compares components.

```lean
/-- The two-level Hamiltonian is symmetric, and the coordinate vectors are eigenvectors with
energies `Ea` and `Eb`. -/
theorem twoLevel_witness (Ea Eb : ℝ) : (twoLevel Ea Eb).IsSymmetric ∧
    twoLevel Ea Eb !₂[1, 0] = (Ea : ℂ) • !₂[1, 0] ∧
    twoLevel Ea Eb !₂[0, 1] = (Eb : ℂ) • !₂[0, 1] := by
  refine ⟨?_, ?_, ?_⟩
  · intro x y
    simp [twoLevel, PiLp.inner_apply, Fin.sum_univ_two]
    ring
  · ext i; fin_cases i <;> simp [twoLevel]
  · ext i; fin_cases i <;> simp [twoLevel]

end

end CrankNicolsonSpectrum
```

```lean
#print axioms CrankNicolsonSpectrum.cnStep_eigenvector
#print axioms CrankNicolsonSpectrum.coherence_phase
#print axioms CrankNicolsonSpectrum.apparentFreq_centred
#print axioms CrankNicolsonSpectrum.apparentFreq_redshift_and_best_shift
```

```
'CrankNicolsonSpectrum.cnStep_eigenvector' depends on axioms: [propext, Classical.choice, Quot.sound]
'CrankNicolsonSpectrum.coherence_phase' depends on axioms: [propext, Classical.choice, Quot.sound]
'CrankNicolsonSpectrum.apparentFreq_centred' depends on axioms: [propext, Classical.choice, Quot.sound]
'CrankNicolsonSpectrum.apparentFreq_redshift_and_best_shift' depends on axioms: [propext, Classical.choice, Quot.sound]
```
